# The fourth-order energy of identical, non-interacting, gapped two-level sites is proportional to their number

One way to compute a fourth-order energy is to form a principal sum over configurations and subtract from it the second-order energy times the squared norm of the first-order wavefunction. For $N$ identical, non-interacting two-level sites, this subtraction cancels the $N^2$ part of the principal sum and leaves an extensive energy.

Each site has gap $D$ and coupling $b$ between its two levels. A configuration is the set $S$ of excited sites, a `Finset ι`, and $N$ is `Fintype.card ι`. The perturbation sums are written for any finite state space `σ`.

```lean
import Mathlib

open Finset

namespace ToggleSitesPerturbation

noncomputable section

variable {σ ι : Type*} [Fintype σ] [DecidableEq σ] [Fintype ι] [DecidableEq ι]
```

## Perturbation sums for a reference state

For a reference $r$ with levels $E_x$ and real symmetric coupling $V$, the second-order energy is $E^{(2)}=\sum_{x\ne r}V_{rx}V_{xr}/(E_r-E_x)$.

```lean
/-- Second-order energy of the reference `r`, for levels `E` and coupling `V`;
no other state may be degenerate with `r`. -/
def secondOrder (E : σ → ℝ) (V : σ → σ → ℝ) (r : σ) : ℝ :=
  ∑ x ∈ univ.erase r, V r x * V x r / (E r - E x)
```

The first-order wavefunction has squared norm $n_1=\sum_{x\neq r}V_{rx}V_{xr}/(E_r-E_x)^2$. Despite its name, `firstOrderNorm` is this square.

```lean
/-- Squared norm of the first-order wavefunction for a real symmetric coupling `V`;
no other state may be degenerate with `r`. -/
def firstOrderNorm (E : σ → ℝ) (V : σ → σ → ℝ) (r : σ) : ℝ :=
  ∑ x ∈ univ.erase r, V r x * V x r / (E r - E x) ^ 2
```

The principal sum $P$ runs over three intermediates, none equal to $r$:
$$P=\sum_{x,y,z\ne r}\frac{V_{rx}V_{xy}V_{yz}V_{zr}}{(E_r-E_x)(E_r-E_y)(E_r-E_z)}.$$

```lean
/-- Fourth-order principal sum over three intermediates different from `r`;
no other state may be degenerate with `r`. -/
def principalFour (E : σ → ℝ) (V : σ → σ → ℝ) (r : σ) : ℝ :=
  ∑ x ∈ univ.erase r, ∑ y ∈ univ.erase r, ∑ z ∈ univ.erase r,
    V r x * V x y * V y z * V z r / ((E r - E x) * (E r - E y) * (E r - E z))
```

The renormalization term is $R=-E^{(2)}n_1$. These formulas are taken as definitions; $P+R$ is the Rayleigh–Schrödinger fourth-order energy when $V_{rr}=0$, as it is below.

```lean
/-- Fourth-order renormalization term: minus the second-order energy times the squared norm of the
first-order wavefunction, for a real symmetric coupling `V`; no other state may be degenerate with
`r`. -/
def renormFour (E : σ → ℝ) (V : σ → σ → ℝ) (r : σ) : ℝ :=
  -secondOrder E V r * firstOrderNorm E V r
```

## Sites that toggle one at a time

The unperturbed energy is $E_S=D|S|$.

```lean
/-- Energy `D` for every excited site. -/
def siteEnergy (D : ℝ) (S : Finset ι) : ℝ := D * (S.card : ℝ)
```

The perturbation has $V_{ST}=b$ if $S$ and $T$ differ in exactly one site, and zero otherwise.

```lean
/-- Matrix element of the perturbation: `b` between configurations that differ in
exactly one site, zero otherwise. -/
def toggle (b : ℝ) (S T : Finset ι) : ℝ := if (symmDiff S T).card = 1 then b else 0
```

From $S$ there are $|S|$ ways down and $N-|S|$ ways up, so for any function $g$ of the excitation number
$$\sum_T V_{ST}\,g(|T|)=b\big[|S|\,g(|S|-1)+(N-|S|)\,g(|S|+1)\big].$$
The proof writes $V_{ST}$ as a sum over the toggled site (`hV`), exchanges the sums and counts the two cases with `hcard`.

```lean
/-- Ladder rule: on a function of the excitation number, the perturbation steps down in
`card S` ways and up in `N - card S` ways. -/
theorem toggle_sum (b : ℝ) (S : Finset ι) (g : ℕ → ℝ) :
    ∑ T, toggle b S T * g T.card = b * ((S.card : ℝ) * g (S.card - 1) +
      ((Fintype.card ι : ℝ) - S.card) * g (S.card + 1)) := by
  have hiff : ∀ (i : ι) (T : Finset ι), symmDiff S {i} = T ↔ symmDiff S T = {i} := by
    intro i T
    constructor
    · rintro rfl
      exact symmDiff_symmDiff_cancel_left S {i}
    · intro h
      rw [← h, symmDiff_symmDiff_cancel_left]
  -- the matrix element is a sum over the site that is toggled
  have hV : ∀ T, toggle b S T = ∑ i, if symmDiff S {i} = T then b else 0 := by
    intro T
    simp only [hiff]
    unfold toggle
    by_cases h : (symmDiff S T).card = 1
    · obtain ⟨k, hk⟩ := Finset.card_eq_one.mp h
      simp [hk]
    · rw [if_neg h, Finset.sum_eq_zero]
      intro i _
      rw [if_neg]
      intro hi
      exact h (by rw [hi, Finset.card_singleton])
  have hcard : ∀ i, (symmDiff S {i}).card = if i ∈ S then S.card - 1 else S.card + 1 := by
    intro i
    by_cases hi : i ∈ S
    · have h : symmDiff S {i} = S.erase i := by
        ext x
        by_cases hx : x = i <;> simp [Finset.mem_symmDiff, hx, hi]
      rw [h, Finset.card_erase_of_mem hi, if_pos hi]
    · have h : symmDiff S {i} = insert i S := by
        ext x
        by_cases hx : x = i <;> simp [Finset.mem_symmDiff, hx, hi]
      rw [h, Finset.card_insert_of_notMem hi, if_neg hi]
  calc ∑ T, toggle b S T * g T.card
      = ∑ T, ∑ i, (if symmDiff S {i} = T then b else 0) * g T.card := by
        simp only [hV, Finset.sum_mul]
    _ = ∑ i, b * g (symmDiff S {i}).card := by
        rw [Finset.sum_comm]
        refine Finset.sum_congr rfl fun i _ => ?_
        simp only [ite_mul, zero_mul, Finset.sum_ite_eq, Finset.mem_univ, if_true]
    _ = ∑ i, (b * g (S.card + 1) +
          if i ∈ S then b * (g (S.card - 1) - g (S.card + 1)) else 0) := by
        refine Finset.sum_congr rfl fun i _ => ?_
        rw [hcard i]
        split_ifs <;> ring
    _ = _ := by
        simp only [Finset.sum_add_distrib, Finset.sum_ite_mem, Finset.univ_inter,
          Finset.sum_const, nsmul_eq_mul, Finset.card_univ]
        ring
```

If $g(0)=0$, omitting the empty configuration changes nothing. The functions used below contain a division by $|T|$, which Lean evaluates to zero at $|T|=0$, so they meet this condition.

```lean
/-- The ladder rule with the empty configuration left out of the sum, for a function of
the excitation number that vanishes at zero. -/
theorem excited_sum (b : ℝ) (S : Finset ι) (f : Finset ι → ℝ) (g : ℕ → ℝ)
    (hg : g 0 = 0) (hf : ∀ T, f T = g T.card) :
    ∑ T ∈ univ.erase ∅, toggle b S T * f T = b * ((S.card : ℝ) * g (S.card - 1) +
      ((Fintype.card ι : ℝ) - S.card) * g (S.card + 1)) := by
  simp only [hf]
  rw [Finset.sum_erase _ (by simp [hg]), toggle_sum]
```

The reference $\emptyset$ couples only to single excitations.

```lean
/-- The matrix element between a configuration and the empty one is `b` if the configuration has
exactly one excited site, and zero otherwise. -/
theorem toggle_empty (b : ℝ) (T : Finset ι) :
    toggle b T ∅ = if T.card = 1 then b else 0 := by
  unfold toggle
  rw [show symmDiff T (∅ : Finset ι) = T from symmDiff_bot T]
```

## Second order

Each of the $N$ single excitations has denominator $-D$. Hence
$$E^{(2)}=-\frac{Nb^2}{D},\qquad n_1=\frac{Nb^2}{D^2}.$$
Lean states both with the denominators multiplied out, for $D\ne0$.

```lean
/-- For `D ≠ 0`, the second-order energy times `D` is `-N b²`, and the squared norm of the
first-order wavefunction times `D²` is `N b²`. -/
theorem second_order_and_norm (D b : ℝ) (hD : D ≠ 0) :
    secondOrder (siteEnergy D) (toggle b) (∅ : Finset ι) * D
      = -((Fintype.card ι : ℝ) * b ^ 2) ∧
    firstOrderNorm (siteEnergy D) (toggle b) (∅ : Finset ι) * D ^ 2
      = (Fintype.card ι : ℝ) * b ^ 2 := by
  have hE : ∀ T : Finset ι,
      siteEnergy D (∅ : Finset ι) - siteEnergy D T = -(D * (T.card : ℝ)) := by
    intro T
    simp [siteEnergy]
  have hu : D⁻¹ * D = 1 := inv_mul_cancel₀ hD
  have hu2 : D⁻¹ ^ 2 * D ^ 2 = 1 := by rw [← mul_pow, hu, one_pow]
  constructor
  · let g : ℕ → ℝ := fun n => (if n = 1 then b else 0) / (-(D * (n : ℝ)))
    have h := excited_sum b (∅ : Finset ι)
      (fun T => toggle b T ∅ / (siteEnergy D (∅ : Finset ι) - siteEnergy D T)) g
      (by simp [g]) (fun T => by simp only [toggle_empty, hE, g])
    have h1 : g 1 = -(b * D⁻¹) := by simp [g, div_eq_mul_inv]
    unfold secondOrder
    simp only [mul_div_assoc]
    rw [h]
    simp only [Finset.card_empty, Nat.cast_zero, zero_mul, zero_add, sub_zero, h1]
    linear_combination (-((Fintype.card ι : ℝ) * b ^ 2)) * hu
  · let g : ℕ → ℝ := fun n => (if n = 1 then b else 0) / (-(D * (n : ℝ))) ^ 2
    have h := excited_sum b (∅ : Finset ι)
      (fun T => toggle b T ∅ / (siteEnergy D (∅ : Finset ι) - siteEnergy D T) ^ 2) g
      (by simp [g]) (fun T => by simp only [toggle_empty, hE, g])
    have h1 : g 1 = b * D⁻¹ ^ 2 := by simp [g, div_eq_mul_inv]
    unfold firstOrderNorm
    simp only [mul_div_assoc]
    rw [h]
    simp only [Finset.card_empty, Nat.cast_zero, zero_mul, zero_add, sub_zero, h1]
    linear_combination ((Fintype.card ι : ℝ) * b ^ 2) * hu2
```

## Cancellation of the quadratic term

The triple sum can be done from the inside out, one intermediate at a time.

```lean
/-- The principal sum can be evaluated one intermediate state at a time. -/
theorem principal_nested (E : σ → ℝ) (V : σ → σ → ℝ) (r : σ) :
    principalFour E V r = ∑ x ∈ univ.erase r, V r x * ((∑ y ∈ univ.erase r,
      V x y * ((∑ z ∈ univ.erase r, V y z * (V z r / (E r - E z))) / (E r - E y)))
        / (E r - E x)) := by
  have key : ∀ a b c d p q s : ℝ,
      a * b * c * d / (p * q * s) = a * (b * (c * (d / s) / q) / p) := by
    intros
    ring
  unfold principalFour
  simp only [Finset.mul_sum, Finset.sum_div, key]
```

Let $g_1,g_2,g_3$ be the amplitudes after one, two and three steps, each divided by its energy denominator. The ladder rule gives
$$g_1(1)=-\frac bD,\qquad g_2(2)=\frac{b\cdot 2g_1(1)}{-2D}=\frac{b^2}{D^2},$$
$$g_3(1)=\frac{b(N-1)g_2(2)}{-D}=-\frac{(N-1)b^3}{D^3}.$$
Here $g_1(3)=0$, and $g_2(0)=0$ because the reference is excluded. The last step contributes $Nb$, so
$$P=-\frac{N(N-1)b^4}{D^3},\quad R=\frac{N^2b^4}{D^3},\quad P+R=\frac{Nb^4}{D^3}.$$
In the proof, `h1`, `h2` and `h3` are the three uses of the rule, and `linear_combination` adds the two results.

```lean
/-- For `D ≠ 0`, the principal sum, the renormalization term and their total, each times
`D³`, are `-N(N-1)b⁴`, `N²b⁴` and `N b⁴`. -/
theorem fourth_order_extensive (D b : ℝ) (hD : D ≠ 0) :
    principalFour (siteEnergy D) (toggle b) (∅ : Finset ι) * D ^ 3
      = -((Fintype.card ι : ℝ) * ((Fintype.card ι : ℝ) - 1) * b ^ 4) ∧
    renormFour (siteEnergy D) (toggle b) (∅ : Finset ι) * D ^ 3
      = (Fintype.card ι : ℝ) ^ 2 * b ^ 4 ∧
    (principalFour (siteEnergy D) (toggle b) (∅ : Finset ι) +
      renormFour (siteEnergy D) (toggle b) (∅ : Finset ι)) * D ^ 3
      = (Fintype.card ι : ℝ) * b ^ 4 := by
  have hE : ∀ T : Finset ι,
      siteEnergy D (∅ : Finset ι) - siteEnergy D T = -(D * (T.card : ℝ)) := by
    intro T
    simp [siteEnergy]
  have hp : principalFour (siteEnergy D) (toggle b) (∅ : Finset ι) * D ^ 3
      = -((Fintype.card ι : ℝ) * ((Fintype.card ι : ℝ) - 1) * b ^ 4) := by
    -- amplitudes after one, two and three steps, by excitation number
    let g1 : ℕ → ℝ := fun n => (if n = 1 then b else 0) / (-(D * (n : ℝ)))
    let g2 : ℕ → ℝ := fun n => b * ((n : ℝ) * g1 (n - 1) +
      ((Fintype.card ι : ℝ) - n) * g1 (n + 1)) / (-(D * (n : ℝ)))
    let g3 : ℕ → ℝ := fun n => b * ((n : ℝ) * g2 (n - 1) +
      ((Fintype.card ι : ℝ) - n) * g2 (n + 1)) / (-(D * (n : ℝ)))
    have h1 := fun B : Finset ι => excited_sum b B
      (fun C => toggle b C ∅ / (siteEnergy D (∅ : Finset ι) - siteEnergy D C)) g1
      (by simp [g1])
      (fun C => by simp only [toggle_empty, hE, g1])
    have h2 := fun A : Finset ι => excited_sum b A
      (fun B => (∑ C ∈ univ.erase (∅ : Finset ι), toggle b B C *
        (toggle b C ∅ / (siteEnergy D (∅ : Finset ι) - siteEnergy D C))) /
          (siteEnergy D (∅ : Finset ι) - siteEnergy D B)) g2 (by simp [g2])
      (fun B => by rw [h1 B, hE B])
    have h3 := (principal_nested (siteEnergy D) (toggle b) (∅ : Finset ι)).trans
      (excited_sum b ∅ _ g3 (by simp [g3]) (fun A => by rw [h2 A, hE A]))
    have e11 : g1 1 = -(b * D⁻¹) := by simp [g1, div_eq_mul_inv]
    have e13 : g1 3 = 0 := by simp [g1]
    have e20 : g2 0 = 0 := by simp [g2]
    have e22 : g2 2 = b * (2 * g1 1 + ((Fintype.card ι : ℝ) - 2) * g1 3) / (-(D * 2)) := by
      simp [g2]
    have e31 : g3 1 = b * (1 * g2 0 + ((Fintype.card ι : ℝ) - 1) * g2 2) / (-(D * 1)) := by
      simp [g3]
    have hu : D⁻¹ ^ 3 * D ^ 3 = 1 := by rw [← mul_pow, inv_mul_cancel₀ hD, one_pow]
    rw [h3]
    simp only [Finset.card_empty, Nat.cast_zero, zero_mul, zero_add, sub_zero]
    rw [e31, e20, e22, e11, e13]
    linear_combination
      (-((Fintype.card ι : ℝ) * ((Fintype.card ι : ℝ) - 1) * b ^ 4)) * hu
  have hr : renormFour (siteEnergy D) (toggle b) (∅ : Finset ι) * D ^ 3
      = (Fintype.card ι : ℝ) ^ 2 * b ^ 4 := by
    obtain ⟨h1, h2⟩ := second_order_and_norm (ι := ι) D b hD
    unfold renormFour
    linear_combination
      (-(firstOrderNorm (siteEnergy D) (toggle b) (∅ : Finset ι) * D ^ 2)) * h1 +
        ((Fintype.card ι : ℝ) * b ^ 2) * h2
  -- the quadratic dependence on the number of sites cancels
  exact ⟨hp, hr, by linear_combination hp + hr⟩
```

At $D=0$ the identity for the total fails: with $N=1$ and $b=1$, its left side $(P+R)D^3$ is $0$ and its right side $Nb^4$ is $1$. Physically, two degenerate levels split to $\pm|b|$, which has no expansion in powers of $b^2$.

## Comparison with the exact energy

From here on $D>0$. One site has the matrix $\begin{pmatrix}0&b\\b&D\end{pmatrix}$, with lower eigenvalue $\varepsilon=\tfrac12\big(D-\sqrt{D^2+4b^2}\big)$.

```lean
/-- Lower eigenvalue of the single-site problem with levels `0`, `D` and coupling `b`. -/
def cellEnergy (D b : ℝ) : ℝ := (D - √(D ^ 2 + 4 * b ^ 2)) / 2
```

Its excited-state amplitude, relative to coefficient 1 for the lower level, is $t=-2b/\big(D+\sqrt{D^2+4b^2}\big)$.

```lean
/-- Excitation amplitude of one site, for `D > 0`. -/
def amplitude (D b : ℝ) : ℝ := -2 * b / (D + √(D ^ 2 + 4 * b ^ 2))
```

This amplitude satisfies $bt=\varepsilon$ and $Dt+b-bt^2=0$, the single-site coupled-cluster equation. Give configuration $S$ the coefficient $t^{n}$ with $n=|S|$; dividing by $(1+t^2)^{N/2}$ would normalise the state. For $n\ge1$,
$$Dn\,t^n+b\big[n\,t^{n-1}+(N-n)t^{n+1}\big]=n\,t^{n-1}(Dt+b-bt^2)+Nbt\,t^n=N\varepsilon\,t^n,$$
and for $n=0$ the equation is $Nbt=N\varepsilon$. The proof splits into the same two cases.

```lean
/-- For `D > 0`, the product state with one amplitude factor per excited site is an exact
eigenvector, with `N` times the single-site energy as eigenvalue. -/
theorem product_state_exact (D b : ℝ) (hD : 0 < D) (S : Finset ι) :
    siteEnergy D S * amplitude D b ^ S.card + ∑ T, toggle b S T * amplitude D b ^ T.card
      = (Fintype.card ι : ℝ) * cellEnergy D b * amplitude D b ^ S.card := by
  have hs : √(D ^ 2 + 4 * b ^ 2) ^ 2 = D ^ 2 + 4 * b ^ 2 := Real.sq_sqrt (by positivity)
  have hne : D + √(D ^ 2 + 4 * b ^ 2) ≠ 0 := by positivity
  have h0 : amplitude D b * (D + √(D ^ 2 + 4 * b ^ 2)) = -2 * b := div_mul_cancel₀ _ hne
  have h1 : b * amplitude D b = cellEnergy D b := by
    apply mul_right_cancel₀ hne
    unfold cellEnergy
    linear_combination b * h0 + (1 / 2) * hs
  -- the amplitude equation of a single site
  have h2 : D * amplitude D b + b - b * amplitude D b ^ 2 = 0 := by
    unfold cellEnergy at h1
    linear_combination (1 / 2) * h0 - amplitude D b * h1
  have h := toggle_sum b S (fun n => amplitude D b ^ n)
  rw [h]
  unfold siteEnergy
  generalize S.card = n
  cases n with
  | zero =>
    simp only [Nat.cast_zero]
    linear_combination (Fintype.card ι : ℝ) * h1
  | succ m =>
    simp only [Nat.add_sub_cancel, Nat.cast_add, Nat.cast_one]
    linear_combination ((m : ℝ) + 1) * amplitude D b ^ m * h2 +
      (Fintype.card ι : ℝ) * amplitude D b ^ (m + 1) * h1
```

Put $y=b^2/D^2$ and $r=\sqrt{1+4y}$ (no longer the reference), so $\varepsilon=D(1-r)/2$. Squaring gives
$$(1+2y-2y^2+4y^3)^2-r^2=y^4\big[(4y-2)^2+16\big]\ge0,$$
$$r^2-(1+2y-2y^2)^2=4y^3(2-y).$$
The first bounds $r$ above by $1+2y-2y^2+4y^3$, which is positive for $y\ge0$. The second bounds it below by $1+2y-2y^2$ for $y\le2$; for $y>2$ that polynomial is negative. These are `up` and `lo`, and they give
$$\left|\varepsilon+\frac{b^2}{D}-\frac{b^4}{D^3}\right|\le\frac{2b^6}{D^5}.$$

```lean
/-- For `D > 0`, the single-site energy agrees with `-b²/D + b⁴/D³` up to `2b⁶/D⁵`. -/
theorem cellEnergy_expansion (D b : ℝ) (hD : 0 < D) :
    |cellEnergy D b - (-(b ^ 2 / D) + b ^ 4 / D ^ 3)| ≤ 2 * b ^ 6 / D ^ 5 := by
  -- dimensionless variables y = b²/D² and r = √(1 + 4y)
  obtain ⟨y, hy, hb⟩ : ∃ y : ℝ, 0 ≤ y ∧ b ^ 2 = y * D ^ 2 :=
    ⟨b ^ 2 / D ^ 2, by positivity, (div_mul_cancel₀ _ (by positivity)).symm⟩
  obtain ⟨r, hr, hrs⟩ : ∃ r : ℝ, 0 ≤ r ∧ √(D ^ 2 + 4 * b ^ 2) = r * D :=
    ⟨√(D ^ 2 + 4 * b ^ 2) / D, by positivity, (div_mul_cancel₀ _ hD.ne').symm⟩
  have hr2 : r ^ 2 = 1 + 4 * y := by
    have hs : √(D ^ 2 + 4 * b ^ 2) ^ 2 = D ^ 2 + 4 * b ^ 2 := Real.sq_sqrt (by positivity)
    rw [hrs] at hs
    apply mul_right_cancel₀ (pow_ne_zero 2 hD.ne')
    linear_combination hs + 4 * hb
  have up : r ≤ 1 + 2 * y - 2 * y ^ 2 + 4 * y ^ 3 := by
    by_contra h
    have h := lt_of_not_ge h
    have q1 : 0 ≤ y * (4 * y ^ 2 - 2 * y + 2) :=
      mul_nonneg hy (by nlinarith [sq_nonneg (4 * y - 1)])
    have q2 : 0 ≤ y ^ 4 * ((4 * y - 2) ^ 2 + 16) := by positivity
    have q3 : 0 < r + (1 + 2 * y - 2 * y ^ 2 + 4 * y ^ 3) := by nlinarith
    nlinarith [mul_pos (sub_pos.2 h) q3]
  have lo : 1 + 2 * y - 2 * y ^ 2 ≤ r := by
    by_contra h
    have h := lt_of_not_ge h
    have y2 : y ≤ 2 := by
      by_contra hc
      have hc := lt_of_not_ge hc
      nlinarith
    have q3 : 0 < r + (1 + 2 * y - 2 * y ^ 2) := by linarith
    nlinarith [mul_pos (sub_pos.2 h) q3, mul_nonneg (pow_nonneg hy 3) (sub_nonneg.2 y2)]
  have t1 : b ^ 2 / D = D * y := by
    rw [div_eq_iff hD.ne']
    linear_combination hb
  have t2 : b ^ 4 / D ^ 3 = D * y ^ 2 := by
    rw [div_eq_iff (by positivity)]
    linear_combination (b ^ 2 + y * D ^ 2) * hb
  have t3 : 2 * b ^ 6 / D ^ 5 = 2 * D * y ^ 3 := by
    rw [div_eq_iff (by positivity)]
    linear_combination 2 * (b ^ 4 + b ^ 2 * y * D ^ 2 + y ^ 2 * D ^ 4) * hb
  have hpos : 0 ≤ D * y ^ 3 := by positivity
  unfold cellEnergy
  rw [hrs, t1, t2, t3, abs_le]
  constructor
  · nlinarith [mul_le_mul_of_nonneg_left up hD.le]
  · nlinarith [mul_le_mul_of_nonneg_left lo hD.le]
```

Multiplying by $N$ bounds the difference between $N\varepsilon$ and $E^{(2)}+P+R$ by $2Nb^6/D^5$. At fixed $N$ and $D$, $Nb^4/D^3$ is therefore the $b^4$ term of this exact eigenvalue. For interacting electrons the corresponding general result is the linked-cluster theorem, which is neither proved nor used here.

```lean
/-- For `D > 0`, the exact energy of the product state differs from the sum of the second-
and fourth-order energies by at most `2N b⁶/D⁵`. -/
theorem exact_energy_expansion (D b : ℝ) (hD : 0 < D) :
    |(Fintype.card ι : ℝ) * cellEnergy D b -
      (secondOrder (siteEnergy D) (toggle b) (∅ : Finset ι) +
        (principalFour (siteEnergy D) (toggle b) (∅ : Finset ι) +
          renormFour (siteEnergy D) (toggle b) (∅ : Finset ι)))|
      ≤ (Fintype.card ι : ℝ) * (2 * b ^ 6 / D ^ 5) := by
  have h2 := eq_div_of_mul_eq hD.ne' (second_order_and_norm (ι := ι) D b hD.ne').1
  have h4 := eq_div_of_mul_eq (pow_ne_zero 3 hD.ne')
    (fourth_order_extensive (ι := ι) D b hD.ne').2.2
  rw [h2, h4]
  have h : (Fintype.card ι : ℝ) * cellEnergy D b -
      (-((Fintype.card ι : ℝ) * b ^ 2) / D + (Fintype.card ι : ℝ) * b ^ 4 / D ^ 3)
      = (Fintype.card ι : ℝ) * (cellEnergy D b - (-(b ^ 2 / D) + b ^ 4 / D ^ 3)) := by
    ring
  rw [h, abs_mul, Nat.abs_cast]
  exact mul_le_mul_of_nonneg_left (cellEnergy_expansion D b hD) (Nat.cast_nonneg _)

end

end ToggleSitesPerturbation
```

```lean
#print axioms ToggleSitesPerturbation.product_state_exact
#print axioms ToggleSitesPerturbation.exact_energy_expansion
```

```
'ToggleSitesPerturbation.product_state_exact' depends on axioms: [propext, Classical.choice, Quot.sound]
'ToggleSitesPerturbation.exact_energy_expansion' depends on axioms: [propext, Classical.choice, Quot.sound]
```
